# The Dudarev band-energy correction is nonnegative for a Hermitian occupation matrix and U ≥ 0

For a Hermitian occupation matrix $n$ and a Hubbard parameter $U\ge 0$, the Dudarev energy $E=\frac U2\,\mathrm{Tr}(n-n^2)$ and the Dudarev potential $V=U(\tfrac12-n)$ satisfy

$$E-\mathrm{Tr}(Vn)=\frac U2\,\mathrm{Tr}(n^2)=\frac U2\sum_{i,j}|n_{ij}|^2\;\ge 0 .$$

The left side appears when a DFT+U total energy is assembled from band energies. The one-electron states $\psi_k$, with occupations $f_k$, are computed with the potential $V$ acting on orthonormal localised orbitals $\phi_i$, so the sum of band energies contains

$$\sum_k f_k\sum_{i,j}\langle\psi_k|\phi_i\rangle V_{ij}\langle\phi_j|\psi_k\rangle=\sum_{i,j}V_{ij}n_{ji}=\mathrm{Tr}(Vn),\qquad n_{ji}=\sum_k f_k\langle\phi_j|\psi_k\rangle\langle\psi_k|\phi_i\rangle .$$

The total energy should contain $E$ instead, and the difference $E-\mathrm{Tr}(Vn)$ must be added. The result gives its value and sign for one site and one spin channel with a fixed $U$.

## A finite set of orbitals and a real U

The orbitals are labelled by a finite type `ι`, for instance the five $d$ orbitals of one atom in one spin channel. The occupation matrix is a `Matrix ι ι ℂ`, and finiteness makes its trace an ordinary sum. With infinitely many orbitals, $\mathrm{Tr}\,n$ and $\mathrm{Tr}(n^2)$ could diverge, and $E$ would need a convergence condition.

The parameter $U$ is a real number that stands for the effective on-site interaction, often written $U_{\mathrm{eff}}=U-J$, where the $U$ on the right is the bare interaction and $J$ is the exchange parameter. It is held constant when $n$ varies.

In Lean 4 with Mathlib:

```lean
import Mathlib

open Matrix
open scoped ComplexOrder

namespace DudarevBandCorrection

noncomputable section

variable {ι : Type*} [Fintype ι]
```

The energy takes complex values because a general complex matrix has a complex trace. That the correction is real is therefore something to prove.

```lean
/-- The Dudarev energy `E = (U/2) Tr(n - n²)` of an occupation matrix `n`. -/
def energy (U : ℝ) (n : Matrix ι ι ℂ) : ℂ :=
  (U : ℂ) / 2 * trace (n - n * n)
```

## Hermitian n turns Tr(n²) into a sum of squared moduli

Physically, $n$ is Hermitian because it is the density matrix projected on the localised orbitals: in the formula above, exchanging $i$ and $j$ conjugates each term when the $f_k$ are real. Thus $n_{ji}=\overline{n_{ij}}$, and

$$\mathrm{Tr}(n^2)=\sum_{i,j}n_{ij}n_{ji}=\sum_{i,j}n_{ij}\overline{n_{ij}}=\sum_{i,j}|n_{ij}|^2 .$$

The hypothesis is `n.IsHermitian`, and `‖n i j‖` is the modulus of one entry. The right side of the theorem is a real number regarded as a complex one.

```lean
/-- For a Hermitian occupation matrix, `Tr(n²)` is the sum of the squared moduli of all
its entries. -/
theorem trace_sq_eq_sum {n : Matrix ι ι ℂ} (hn : n.IsHermitian) :
    trace (n * n) = ((∑ i, ∑ j, ‖n i j‖ ^ 2 : ℝ) : ℂ) := by
  simp only [Matrix.trace, Matrix.diag_apply, Matrix.mul_apply]
  push_cast
  refine Finset.sum_congr rfl fun i _ => Finset.sum_congr rfl fun j _ => ?_
  -- Hermiticity pairs each entry with its own complex conjugate
  have h := Complex.mul_conj (n i j)
  rw [Complex.normSq_eq_norm_sq] at h
  push_cast at h
  rw [← hn.apply j i]
  exact h
```

The proof writes the trace as a double sum and uses `Finset.sum_congr` twice to reduce the claim to one pair of indices. There `Complex.mul_conj` supplies $z\bar z=|z|^2$, and `hn.apply j i` replaces $n_{ji}$ by the conjugate of $n_{ij}$. This is the only place where the sign argument needs Hermiticity.

## The potential and the trace identity hold for every square matrix

Neither Hermiticity nor a sign of $U$ is needed to find the potential or to evaluate the correction as a trace. In the definition of $V$, the number $\tfrac12$ means half the identity matrix.

```lean
variable [DecidableEq ι]

/-- The Dudarev potential `V = U (1/2 - n)` acting on the localised orbitals. -/
def potential (U : ℝ) (n : Matrix ι ι ℂ) : Matrix ι ι ℂ :=
  (U : ℂ) • ((1 / 2 : ℂ) • (1 : Matrix ι ι ℂ) - n)
```

The correction is defined as the difference $E-\mathrm{Tr}(Vn)$. That the band sum contains exactly $\mathrm{Tr}(Vn)$ is the step from this model to an actual calculation: it requires that the $n$ in the potential and the $n$ built from the resulting states agree, as they do at self-consistency.

```lean
/-- The band-energy correction `E - Tr(V n)`: the Dudarev energy minus the trace of the Dudarev
potential times the occupation matrix. -/
def bandCorrection (U : ℝ) (n : Matrix ι ι ℂ) : ℂ :=
  energy U n - trace (potential U n * n)
```

The choice of $V$ is justified by changing the occupation matrix by $\delta$, which here is a matrix and not a Kronecker delta. Expanding the square without changing the order of the factors gives

$$E(n+\delta)=E(n)+\frac U2\bigl[\mathrm{Tr}\,\delta-\mathrm{Tr}(n\delta)-\mathrm{Tr}(\delta n)\bigr]-\frac U2\mathrm{Tr}(\delta^2).$$

The two mixed traces are equal by cyclicity, so the linear part is $\frac U2\mathrm{Tr}\,\delta-U\,\mathrm{Tr}(n\delta)=\mathrm{Tr}(V\delta)$. Hence

$$E(n+\delta)=E(n)+\mathrm{Tr}(V\delta)-\frac U2\mathrm{Tr}(\delta^2).$$

```lean
/-- Exact expansion of the energy under a change `δ` of the occupation matrix: the linear
term is `Tr(V δ)` and the quadratic term is `-(U/2) Tr(δ²)`. -/
theorem energy_add (U : ℝ) (n δ : Matrix ι ι ℂ) :
    energy U (n + δ) =
      energy U n + trace (potential U n * δ) - (U : ℂ) / 2 * trace (δ * δ) := by
  -- the two cross terms agree by cyclicity of the trace
  have h := Matrix.trace_mul_comm δ n
  simp only [energy, potential, Matrix.smul_mul, Matrix.sub_mul, Matrix.one_mul,
    Matrix.add_mul, Matrix.mul_add, Matrix.trace_add, Matrix.trace_sub,
    Matrix.trace_smul, smul_eq_mul]
  linear_combination (-(U : ℂ) / 2) * h
```

In the proof, `Matrix.trace_mul_comm` is the cyclicity step. The call to `simp` distributes products and traces, and `linear_combination` adds the cyclic identity with the coefficient $-U/2$ with which the mixed term occurs.

Replacing $\delta$ by $t\delta$ turns the energy into a quadratic polynomial in $t$:

$$E(n+t\delta)=E(n)+t\,\mathrm{Tr}(V\delta)-t^2\,\frac U2\mathrm{Tr}(\delta^2).$$

Its derivative at $t=0$ is $\mathrm{Tr}(V\delta)$, which is the sense in which $V$ is the derivative of $E$. For $U>0$ and a nonzero Hermitian $\delta$, the quadratic term is negative. This concavity is meant to counteract the convex dependence on occupation found with common approximate functionals.

```lean
/-- The Dudarev potential is the derivative of the Dudarev energy: along any direction `δ`
the energy changes at the rate `Tr(V δ)`. -/
theorem hasDerivAt_energy (U : ℝ) (n δ : Matrix ι ι ℂ) :
    HasDerivAt (fun t : ℂ => energy U (n + t • δ)) (trace (potential U n * δ)) 0 := by
  -- along a line the energy is a quadratic polynomial
  have key : (fun t : ℂ => energy U (n + t • δ)) = fun t : ℂ =>
      energy U n + t * trace (potential U n * δ)
        - t ^ 2 * ((U : ℂ) / 2 * trace (δ * δ)) := by
    funext t
    rw [energy_add]
    simp only [Matrix.mul_smul, Matrix.smul_mul, Matrix.trace_smul, smul_eq_mul]
    ring
  rw [key]
  have h := (((hasDerivAt_id' (0 : ℂ)).mul_const
    (trace (potential U n * δ))).const_add (energy U n)).fun_sub
    ((hasDerivAt_pow 2 (0 : ℂ)).mul_const ((U : ℂ) / 2 * trace (δ * δ)))
  exact h.congr_deriv (by simp)
```

The statement uses a complex variable $t$; physical variations use real $t$ and Hermitian $\delta$, and the polynomial is the same. The equation `key` is the polynomial above, and the remaining lines differentiate it term by term.

For the correction itself, linearity of the trace gives

$$\mathrm{Tr}(Vn)=\frac U2\mathrm{Tr}\,n-U\,\mathrm{Tr}(n^2),$$

$$E-\mathrm{Tr}(Vn)=\frac U2\mathrm{Tr}\,n-\frac U2\mathrm{Tr}(n^2)-\frac U2\mathrm{Tr}\,n+U\,\mathrm{Tr}(n^2)=\frac U2\mathrm{Tr}(n^2).$$

```lean
/-- The band-energy correction equals `(U/2) Tr(n²)` for every square matrix `n`. -/
theorem bandCorrection_eq_trace (U : ℝ) (n : Matrix ι ι ℂ) :
    bandCorrection U n = (U : ℂ) / 2 * trace (n * n) := by
  simp only [bandCorrection, energy, potential, Matrix.smul_mul, Matrix.sub_mul,
    Matrix.one_mul, Matrix.trace_sub, Matrix.trace_smul, smul_eq_mul]
  ring
```

Here `simp` unfolds the definitions and distributes the trace, and `ring` cancels the terms linear in $n$.

A mistake can enter through the analogy with the Hartree energy. That energy is purely quadratic in the density, so the potential term equals twice the energy and the correction is minus the energy. The Dudarev energy also has a linear term, and the Hartree rule would give $-E$ in place of $\frac U2\mathrm{Tr}(n^2)$. For a single full orbital, $n=1$, the rule gives $0$, whereas the correct value is $U/2$.

## U ≥ 0 fixes the sign

The condition $U\ge0$ says that the effective on-site interaction is not attractive. In the derivation it enters only at the end: $\frac U2\sum_{i,j}|n_{ij}|^2$ is a product of two nonnegative numbers. No bounds on the occupations are used, so the eigenvalues of $n$ need not lie between $0$ and $1$.

The main theorem has three parts: the trace formula, the formula with squared moduli, and the inequality. The inequality is between complex numbers. In the order used here, `0 ≤ z` means that $z$ has zero imaginary part and a nonnegative real part, so the third part also says that the correction is real.

```lean
/-- For a Hermitian occupation matrix and `U ≥ 0`, the band-energy correction `E - Tr(V n)`
equals `(U/2) Tr(n²)`, which is `U/2` times the sum of all `|n_ij|²`, and it is real and
nonnegative. -/
theorem bandCorrection_hermitian {U : ℝ} (hU : 0 ≤ U) {n : Matrix ι ι ℂ}
    (hn : n.IsHermitian) :
    bandCorrection U n = (U : ℂ) / 2 * trace (n * n) ∧
    bandCorrection U n = ((U / 2 * ∑ i, ∑ j, ‖n i j‖ ^ 2 : ℝ) : ℂ) ∧
    0 ≤ bandCorrection U n := by
  have hsum : bandCorrection U n = ((U / 2 * ∑ i, ∑ j, ‖n i j‖ ^ 2 : ℝ) : ℂ) := by
    rw [bandCorrection_eq_trace, trace_sq_eq_sum hn]
    push_cast
    ring
  refine ⟨bandCorrection_eq_trace U n, hsum, ?_⟩
  rw [hsum]
  exact Complex.zero_le_real.mpr (by positivity)
```

The proof first obtains `hsum` by combining the trace identity with the Hermitian sum formula. Then `Complex.zero_le_real` passes to a real inequality, which `positivity` proves from `hU` and the squares.

If $U$ is negative, the first two formulas remain true, but the correction is negative for every nonzero Hermitian $n$. This can occur in the effective parameter when $J$ exceeds the bare $U$.

## U ≠ 0 makes the correction detect any occupation

If the interaction is present, with either sign, and $n$ is Hermitian, the correction vanishes only for empty orbitals. Indeed, $\frac U2\sum_{i,j}|n_{ij}|^2=0$ with $U\ne0$ forces the sum to vanish. A sum of nonnegative terms vanishes only if each term does, so every $n_{ij}$ is zero. The converse is immediate.

```lean
/-- For `U ≠ 0` and a Hermitian occupation matrix, the band-energy correction vanishes
exactly when the occupation matrix is zero. -/
theorem bandCorrection_eq_zero_iff {U : ℝ} (hU : U ≠ 0) {n : Matrix ι ι ℂ}
    (hn : n.IsHermitian) : bandCorrection U n = 0 ↔ n = 0 := by
  rw [bandCorrection_eq_trace, trace_sq_eq_sum hn]
  have hU' : (U : ℂ) / 2 ≠ 0 :=
    div_ne_zero (Complex.ofReal_ne_zero.mpr hU) two_ne_zero
  constructor
  · intro h
    have hs := Complex.ofReal_eq_zero.mp ((mul_eq_zero.mp h).resolve_left hU')
    -- a vanishing sum of squares has only vanishing terms
    ext i j
    have hi := (Finset.sum_eq_zero_iff_of_nonneg
      (fun i _ => Finset.sum_nonneg fun j _ => sq_nonneg ‖n i j‖)).mp hs i
      (Finset.mem_univ i)
    have hj := (Finset.sum_eq_zero_iff_of_nonneg
      (fun j _ => sq_nonneg ‖n i j‖)).mp hi j (Finset.mem_univ j)
    simpa using hj
  · intro h
    simp [h]
```

In the proof, `hU'` allows the factor $U/2$ to be removed. The lemma `Finset.sum_eq_zero_iff_of_nonneg` is then applied twice, first to the sum over rows and then to the entries of one row.

At $U=0$ the correction is zero for every $n$, so it no longer distinguishes empty from occupied orbitals. Hermiticity matters as well: the matrix with rows $(0,1)$ and $(0,0)$ is nonzero but has square zero, and its correction vanishes.

## Idempotent n describes integer occupations

The condition $n^2=n$ implies that every eigenvalue of $n$ is $0$ or $1$. For a Hermitian $n$ the converse holds too, and the condition says that each orbital in a basis that diagonalises $n$ is either empty or full. The energy $\frac U2\mathrm{Tr}(n-n^2)$ vanishes at once. The trace identity becomes $0-\mathrm{Tr}(Vn)=\frac U2\mathrm{Tr}\,n$, and therefore

$$\mathrm{Tr}(Vn)=-\frac U2\mathrm{Tr}\,n .$$

The Hubbard term thus adds nothing to the total energy at integer occupation, yet it contributes $-U/2$ per electron in the localised orbitals to the band sum. A total energy taken from the band sum without the correction would retain this contribution.

```lean
/-- For an idempotent occupation matrix the Dudarev energy vanishes, while the band-energy
term is `Tr(V n) = -(U/2) Tr n`. -/
theorem idempotent_occupation (U : ℝ) {n : Matrix ι ι ℂ} (hn : n * n = n) :
    energy U n = 0 ∧ trace (potential U n * n) = -((U : ℂ) / 2) * trace n := by
  have hE : energy U n = 0 := by
    simp [energy, hn]
  refine ⟨hE, ?_⟩
  have h := bandCorrection_eq_trace U n
  rw [bandCorrection, hE, hn] at h
  linear_combination -h
```

The hypothesis `n * n = n` is used twice, once to make the energy vanish and once to replace $\mathrm{Tr}(n^2)$ by $\mathrm{Tr}\,n$. Hermiticity is not assumed. Without idempotence both conclusions can fail: a single half-filled orbital, $n=\tfrac12$, has $E=U/8$ and $\mathrm{Tr}(Vn)=0$.

Integer occupation does not require a diagonal matrix. One electron in the normalised state $(\phi_1+\phi_2)/\sqrt2$ has a $2\times2$ occupation matrix with all entries $\tfrac12$. This matrix is Hermitian and equal to its square, since each entry of the square is $\tfrac14+\tfrac14=\tfrac12$. Its trace is $1$, so its band term is $-U/2$.

```lean
/-- The two-orbital matrix with all entries `1/2` is Hermitian and idempotent. -/
theorem idempotent_occupation_witness :
    (!![1 / 2, 1 / 2; 1 / 2, 1 / 2] : Matrix (Fin 2) (Fin 2) ℂ).IsHermitian ∧
    (!![1 / 2, 1 / 2; 1 / 2, 1 / 2] : Matrix (Fin 2) (Fin 2) ℂ) *
      !![1 / 2, 1 / 2; 1 / 2, 1 / 2] = !![1 / 2, 1 / 2; 1 / 2, 1 / 2] := by
  constructor
  · ext i j
    fin_cases i <;> fin_cases j <;> simp [Matrix.conjTranspose_apply]
  · ext i j
    fin_cases i <;> fin_cases j <;>
      norm_num [Matrix.mul_apply, Fin.sum_univ_two]
```

Both properties are checked entry by entry, with `fin_cases` running through the four index pairs.

## A real matrix that is not Hermitian can reverse the sign

The matrix $n$ with rows $(0,1)$ and $(-1,0)$ satisfies $n^2=-1$, so $\mathrm{Tr}(n^2)=-2$ and the correction is $-U$. The sum of its squared moduli is $2$, which would have given $+U$. For $U>0$ both the formula with squared moduli and the inequality therefore fail. Real entries are not enough to replace Hermiticity.

```lean
/-- For the antisymmetric real matrix with rows `(0, 1)` and `(-1, 0)`, the band-energy correction
is `-U`. -/
theorem bandCorrection_antisymmetric (U : ℝ) :
    bandCorrection U (!![0, 1; -1, 0] : Matrix (Fin 2) (Fin 2) ℂ) = -(U : ℂ) := by
  have h : trace ((!![0, 1; -1, 0] : Matrix (Fin 2) (Fin 2) ℂ) * !![0, 1; -1, 0])
      = -2 := by
    norm_num [Matrix.trace_fin_two, Matrix.mul_apply, Fin.sum_univ_two]
  rw [bandCorrection_eq_trace, h]
  ring

end

end DudarevBandCorrection
```

The proof computes the trace in `h` and inserts it into the trace identity, which is valid here because it holds for every square matrix. The example is extreme, because its symmetric part is zero. A real matrix $n=S+A$ with symmetric part $S$ and antisymmetric part $A$ has $\mathrm{Tr}(n^2)=\sum_{i,j}S_{ij}^2-\sum_{i,j}A_{ij}^2$, so for $U>0$ the correction is negative only when the antisymmetric part outweighs the symmetric one. An asymmetry that is small compared with $S$, such as one from rounding in a program, does not reverse the sign.

```lean
#print axioms DudarevBandCorrection.bandCorrection_hermitian
#print axioms DudarevBandCorrection.bandCorrection_eq_zero_iff
#print axioms DudarevBandCorrection.idempotent_occupation
#print axioms DudarevBandCorrection.bandCorrection_antisymmetric
```

```
'DudarevBandCorrection.bandCorrection_hermitian' depends on axioms: [propext, Classical.choice, Quot.sound]
'DudarevBandCorrection.bandCorrection_eq_zero_iff' depends on axioms: [propext, Classical.choice, Quot.sound]
'DudarevBandCorrection.idempotent_occupation' depends on axioms: [propext, Classical.choice, Quot.sound]
'DudarevBandCorrection.bandCorrection_antisymmetric' depends on axioms: [propext, Classical.choice, Quot.sound]
```
